# With one site linked to all others, site phases make a Hermitian matrix real exactly when the triangles through that site are real

A change of phase convention on the sites is represented here by a family of complex numbers \(u_i\) with \(|u_i|=1\), one for each site \(i\), and not by angles or by an abstract unitary matrix. The restriction to site phases matters: a general unitary can diagonalise any Hermitian matrix and so make it real, whereas site phases leave the basis states where they are.

The sites form a finite set `n`, and the Hamiltonian is a complex matrix \(H\) indexed by it.

In Lean 4 with Mathlib:

```lean
import Mathlib

open Matrix
open scoped ComplexConjugate

namespace GaugeToRealForm

noncomputable section

variable {n : Type*} [Fintype n] [DecidableEq n]
```

## Site phases and real matrix elements

Let \(D=\mathrm{diag}(u)\). In the new convention the Hamiltonian is

\[ H' = D^\dagger H D . \]

```lean
/-- The Hamiltonian after conjugation by the diagonal matrix of site phases `u`. -/
def gaugeTransform (u : n → ℂ) (H : Matrix n n ℂ) : Matrix n n ℂ :=
  (diagonal u)ᴴ * H * diagonal u
```

A real gauge is a choice of phases for which \(\operatorname{Im} H'_{ij}=0\) for all \(i,j\). The entries keep the type `ℂ`; being real is a condition on their imaginary parts.

```lean
/-- Some choice of site phases makes every matrix element of `H` real. -/
def GaugeReal (H : Matrix n n ℂ) : Prop :=
  ∃ u : n → ℂ, (∀ i, ‖u i‖ = 1) ∧ ∀ i j, (gaugeTransform u H i j).im = 0
```

The same property will also be expressed by a symmetry. For site phases \(w_i\), define the antilinear map

\[ (T_w\psi)_i = w_i\,\overline{\psi_i}. \]

When \(|w_i|=1\), it is antiunitary and \(T_w^2=1\). This is time reversal of the spinless type; the spin-½ operation, which mixes spin components, does not have this form.

```lean
/-- The antilinear map that conjugates the amplitudes and multiplies them by site phases `w`. -/
def timeReversal (w ψ : n → ℂ) : n → ℂ := fun i => w i * conj (ψ i)
```

For a chosen site \(o\), the star gauge is meant to make all links to \(o\) real:

\[ u_o=1,\qquad u_j=\frac{H_{jo}}{|H_{oj}|}\quad (j\ne o). \]

```lean
/-- The star gauge of site `o`: one at `o`, and `H j o` divided by the modulus of `H o j` at any
other `j`. -/
def starGauge (H : Matrix n n ℂ) (o j : n) : ℂ :=
  if j = o then 1 else ((‖H o j‖⁻¹ : ℝ) : ℂ) * H j o
```

Phases cancel through \(z\bar z=|z|^2=1\).

```lean
lemma phase_mul_conj {z : ℂ} (hz : ‖z‖ = 1) : z * conj z = 1 := by
  rw [Complex.mul_conj, Complex.normSq_eq_norm_sq, hz]
  norm_num
```

Since \(DD^\dagger=\mathrm{diag}(|u_i|^2)\), the matrix \(D\) is unitary exactly when every \(|u_i|=1\). The definition of a real gauge therefore ranges over all diagonal unitaries and nothing else.

```lean
/-- A diagonal matrix is unitary exactly when its diagonal entries are phases. -/
theorem diagonal_unitary_iff (u : n → ℂ) :
    diagonal u ∈ Matrix.unitaryGroup n ℂ ↔ ∀ i, ‖u i‖ = 1 := by
  rw [Matrix.mem_unitaryGroup_iff, Matrix.star_eq_conjTranspose,
    Matrix.diagonal_conjTranspose, Matrix.diagonal_mul_diagonal, ← Matrix.diagonal_one,
    Matrix.diagonal_eq_diagonal_iff]
  refine forall_congr' fun i => ?_
  change u i * conj (u i) = 1 ↔ _
  constructor
  · intro h
    rw [Complex.mul_conj, Complex.normSq_eq_norm_sq] at h
    have h2 : ‖u i‖ ^ 2 = 1 := by exact_mod_cast h
    nlinarith [norm_nonneg (u i)]
  · exact phase_mul_conj
```

Multiplying out the matrix product gives

\[ H'_{ij}=\overline{u_i}\,H_{ij}\,u_j . \]

```lean
/-- The transformed matrix element is `H i j` multiplied by `conj (u i)` and `u j`. -/
theorem gaugeTransform_apply (u : n → ℂ) (H : Matrix n n ℂ) (i j : n) :
    gaugeTransform u H i j = conj (u i) * H i j * u j := by
  simp [gaugeTransform, Matrix.diagonal_conjTranspose, Matrix.mul_diagonal,
    Matrix.diagonal_mul]
```

## Triangle products do not depend on the gauge

Around a triangle each phase meets its own conjugate:

\[ H'_{ij}H'_{jk}H'_{ki}
=|u_i|^2|u_j|^2|u_k|^2\,H_{ij}H_{jk}H_{ki}
=H_{ij}H_{jk}H_{ki}. \]

In the proof, `ring` collects the pairs and `phase_mul_conj` replaces each by 1.

```lean
/-- The product of matrix elements around a triangle is gauge invariant. -/
theorem triangle_gauge_invariant (u : n → ℂ) (hu : ∀ i, ‖u i‖ = 1) (H : Matrix n n ℂ)
    (i j k : n) :
    gaugeTransform u H i j * gaugeTransform u H j k * gaugeTransform u H k i
      = H i j * H j k * H k i := by
  simp only [gaugeTransform_apply]
  calc _ = (u i * conj (u i)) * (u j * conj (u j)) * (u k * conj (u k))
        * (H i j * H j k * H k i) := by ring
    _ = _ := by
      rw [phase_mul_conj (hu i), phase_mul_conj (hu j), phase_mul_conj (hu k)]
      ring
```

If a real gauge exists, the left-hand side is a product of three real numbers, so every triangle product of the original \(H\) is real. This direction does not need \(H\) to be Hermitian.

```lean
/-- If a real gauge exists, the product around every triangle is real. -/
theorem GaugeReal.triangle_real {H : Matrix n n ℂ} (h : GaugeReal H) (i j k : n) :
    (H i j * H j k * H k i).im = 0 := by
  obtain ⟨u, hu, hr⟩ := h
  rw [← triangle_gauge_invariant u hu H i j k]
  simp [Complex.mul_im, hr i j, hr j k, hr k i]
```

## The star gauge proves the converse

Now let \(H\) be Hermitian, with \(H_{oj}\neq0\) for all \(j\ne o\) (hypothesis `h0`): site \(o\) has a direct hopping amplitude to every other site. Suppose that the triangle products through \(o\) are real. Because \(|H_{jo}|=|H_{oj}|\neq0\), the star gauge consists of phases. It gives, for \(j,k\neq o\),

\[ H'_{oo}=H_{oo},\qquad H'_{oj}=\frac{H_{oj}H_{jo}}{|H_{oj}|}=|H_{oj}|,\qquad
H'_{jk}=\frac{H_{oj}H_{jk}H_{ko}}{|H_{oj}|\,|H_{ok}|}. \]

The first is real by hermiticity, the second is a modulus, and the third is a real multiple of a triangle product through \(o\). The entries \(H'_{jo}\) are the conjugates of \(H'_{oj}\). The `by_cases` splits in the proof separate these four kinds of entry.

With one or two sites the triangle condition holds automatically, because each product contains only diagonal elements and squared moduli, so a real gauge always exists. With three sites \(o,1,2\) there is a single condition, \(\operatorname{Im}(H_{o1}H_{12}H_{2o})=0\), since the reversed triangle gives the complex conjugate.

For a finite tight-binding model with such a fully linked site, the criterion decides whether site phases can make all matrix elements real. If they can, a real symmetric eigensolver can be applied to \(H'\).

```lean
/-- Let site `o` be coupled to every other site. A Hermitian `H` can be made real by a diagonal
unitary if and only if all triangle products through `o` are real. -/
theorem gaugeReal_iff_triangles {H : Matrix n n ℂ} (hH : H.IsHermitian) (o : n)
    (h0 : ∀ j, j ≠ o → H o j ≠ 0) :
    GaugeReal H ↔ ∀ j k, (H o j * H j k * H k o).im = 0 := by
  refine ⟨fun h j k => h.triangle_real o j k, fun ht => ?_⟩
  have hc : ∀ a b, conj (H a b) = H b a := fun a b => hH.apply b a
  have so : starGauge H o o = 1 := if_pos rfl
  have sn : ∀ j, j ≠ o → starGauge H o j = ((‖H o j‖⁻¹ : ℝ) : ℂ) * H j o :=
    fun j hj => if_neg hj
  have hp : ∀ k, (H o k * H k o).im = 0 := fun k => by
    rw [← hc o k, Complex.mul_conj, Complex.ofReal_im]
  refine ⟨starGauge H o, fun j => ?_, fun j k => ?_⟩
  · by_cases hj : j = o
    · rw [hj, so, norm_one]
    · have hn : ‖H j o‖ = ‖H o j‖ := by rw [← hc o j, RCLike.norm_conj]
      rw [sn j hj, norm_mul, Complex.norm_real, norm_inv, norm_norm, hn]
      exact inv_mul_cancel₀ (norm_ne_zero_iff.mpr (h0 j hj))
  · rw [gaugeTransform_apply]
    by_cases hj : j = o
    · by_cases hk : k = o
      · -- the on-site energy is real by hermiticity
        rw [hj, hk, so, map_one, one_mul, mul_one]
        exact Complex.conj_eq_iff_im.mp (hc o o)
      · rw [hj, so, sn k hk, map_one, one_mul, mul_left_comm, Complex.im_ofReal_mul,
          hp k, mul_zero]
    · by_cases hk : k = o
      · rw [hk, so, sn j hj, map_mul, Complex.conj_ofReal, hc j o, mul_one, mul_assoc,
          Complex.im_ofReal_mul, hp j, mul_zero]
      · -- away from `o` the entry is a real multiple of a triangle product
        rw [sn j hj, sn k hk, map_mul, Complex.conj_ofReal, hc j o]
        have e : ∀ a b : ℂ, a * H o j * H j k * (b * H k o)
            = a * (b * (H o j * H j k * H k o)) := fun a b => by ring
        rw [e, Complex.im_ofReal_mul, Complex.im_ofReal_mul, ht j k, mul_zero, mul_zero]
```

Applying the two directions in turn shows that real triangles through \(o\) force all other triangles to be real as well.

```lean
/-- Let `H` be Hermitian. If `o` is coupled to every other site and the triangle products through
`o` are real, then all triangle products are real. -/
theorem all_triangles_real {H : Matrix n n ℂ} (hH : H.IsHermitian) (o : n)
    (h0 : ∀ j, j ≠ o → H o j ≠ 0) (ht : ∀ j k, (H o j * H j k * H k o).im = 0)
    (i j k : n) : (H i j * H j k * H k i).im = 0 :=
  ((gaugeReal_iff_triangles hH o h0).mpr ht).triangle_real i j k
```

## A real gauge is an antiunitary symmetry that acts site by site

The form of \(T_w\), which acts on each site separately, is essential here: every Hermitian matrix commutes with complex conjugation of the amplitudes in an orthonormal eigenbasis, and that map is antiunitary too. The next two results hold for any square matrix \(H\), without hermiticity or a fully linked site. Comparing

\[ (HT_w\psi)_i=\sum_j H_{ij}w_j\overline{\psi_j},\qquad
(T_wH\psi)_i=\sum_j w_i\overline{H_{ij}}\,\overline{\psi_j} \]

shows that \(H\) commutes with \(T_w\) exactly when

\[ H_{ij}w_j=w_i\overline{H_{ij}}\quad\text{for all } i,j. \]

One direction inserts the state localised at \(j\), written `Pi.single j 1`; the other multiplies the relation by \(\overline{\psi_j}\) and sums over \(j\).

```lean
/-- `H` commutes with the antilinear map of phases `w` exactly when its matrix elements satisfy
`H i j * w j = w i * conj (H i j)`. -/
theorem commutes_timeReversal_iff (H : Matrix n n ℂ) (w : n → ℂ) :
    (∀ ψ, H *ᵥ timeReversal w ψ = timeReversal w (H *ᵥ ψ)) ↔
      ∀ i j, H i j * w j = w i * conj (H i j) := by
  constructor
  · intro h i j
    -- test on the state localised at site `j`
    have := congrFun (h (Pi.single j 1)) i
    simpa [timeReversal, Matrix.mulVec, dotProduct, Pi.single_apply,
      apply_ite (starRingEnd ℂ)] using this
  · intro h ψ
    funext i
    simp only [Matrix.mulVec, dotProduct, timeReversal, map_sum, map_mul, Finset.mul_sum]
    refine Finset.sum_congr rfl fun j _ => ?_
    linear_combination conj (ψ j) * h i j
```

In a real gauge \(u\), each entry equals its conjugate:

\[ \overline{u_i}H_{ij}u_j=u_i\overline{H_{ij}}\,\overline{u_j}. \]

Multiplication by \(u_iu_j\) turns this into \(H_{ij}u_j^2=u_i^2\overline{H_{ij}}\), which is the commutation condition with \(w_i=u_i^2\). Conversely, given \(w\), choose square roots \(u_i^2=w_i\). They satisfy \(|u_i|=1\), and multiplication by \(\overline{u_i}\,\overline{u_j}\) leads back to real entries. The `linear_combination` steps carry out these multiplications, and `choose` selects the square roots.

```lean
/-- A real gauge exists if and only if `H` commutes with complex conjugation followed by
multiplication with some site phases. -/
theorem gaugeReal_iff_timeReversal (H : Matrix n n ℂ) :
    GaugeReal H ↔ ∃ w : n → ℂ, (∀ i, ‖w i‖ = 1) ∧
      ∀ ψ, H *ᵥ timeReversal w ψ = timeReversal w (H *ᵥ ψ) := by
  simp only [commutes_timeReversal_iff]
  constructor
  · rintro ⟨u, hu, hr⟩
    refine ⟨fun i => u i ^ 2, fun i => by simp [hu i], fun i j => ?_⟩
    have e := Complex.conj_eq_iff_im.mpr (hr i j)
    simp only [gaugeTransform_apply, map_mul, Complex.conj_conj] at e
    linear_combination -(u i * u j) * e - H i j * u j ^ 2 * phase_mul_conj (hu i)
      + u i ^ 2 * conj (H i j) * phase_mul_conj (hu j)
  · rintro ⟨w, hw, h⟩
    -- the gauge is a square root of the phases
    choose u hu using fun i => IsAlgClosed.exists_pow_nat_eq (w i) (n := 2) (by norm_num)
    have hn : ∀ i, ‖u i‖ = 1 := fun i => by
      have h2 : ‖u i‖ ^ 2 = 1 := by rw [← norm_pow, hu i, hw i]
      nlinarith [norm_nonneg (u i)]
    refine ⟨u, hn, fun i j => Complex.conj_eq_iff_im.mp ?_⟩
    have e := h i j
    rw [← hu i, ← hu j] at e
    simp only [gaugeTransform_apply, map_mul, Complex.conj_conj]
    linear_combination -(conj (u i) * conj (u j)) * e
      - u i * conj (H i j) * conj (u j) * phase_mul_conj (hn i)
      + conj (u i) * H i j * u j * phase_mul_conj (hn j)
```

## A four-site ring with no real gauge

If \(o\) is not linked to every other site, real triangles may not suffice. Take a ring of sites \(0,1,2,3\) with

\[ H_{01}=H_{12}=H_{23}=1,\qquad H_{30}=i, \]

their Hermitian conjugates, and all other entries zero. Here \(H_{02}=0\), so site 0 misses one link.

```lean
/-- A four-site ring whose matrix elements `H 0 1`, `H 1 2`, `H 2 3`, `H 3 0` multiply to `i`. -/
def fluxSquare : Matrix (Fin 4) (Fin 4) ℂ :=
  !![0, 1, 0, -Complex.I; 1, 0, 1, 0; 0, 1, 0, 1; Complex.I, 0, 1, 0]
```

No closed walk of three steps exists on this ring, so every triangle product vanishes and is trivially real. The phases also cancel around the square, however, which gives

\[ H'_{01}H'_{12}H'_{23}H'_{30}=H_{01}H_{12}H_{23}H_{30}=i \]

in every gauge. Four real numbers cannot have the product \(i\), so no real gauge exists. In the proof, `fin_cases` checks hermiticity and the triangles entry by entry, and the contradiction comes from taking the imaginary part of the loop product.

```lean
/-- The four-site ring is Hermitian and its triangle products through site 0 are real, but it
has no real gauge. -/
theorem fluxSquare_not_gaugeReal :
    fluxSquare.IsHermitian ∧
      (∀ j k, (fluxSquare 0 j * fluxSquare j k * fluxSquare k 0).im = 0) ∧
      ¬ GaugeReal fluxSquare := by
  refine ⟨?_, ?_, ?_⟩
  · ext i j
    fin_cases i <;> fin_cases j <;> simp [fluxSquare, Matrix.conjTranspose_apply]
  · intro j k
    fin_cases j <;> fin_cases k <;> simp [fluxSquare]
  · rintro ⟨u, hu, hr⟩
    have h01 : fluxSquare 0 1 = 1 := rfl
    have h12 : fluxSquare 1 2 = 1 := rfl
    have h23 : fluxSquare 2 3 = 1 := rfl
    have h30 : fluxSquare 3 0 = Complex.I := rfl
    -- the product around the square is gauge invariant
    have e : gaugeTransform u fluxSquare 0 1 * gaugeTransform u fluxSquare 1 2
        * gaugeTransform u fluxSquare 2 3 * gaugeTransform u fluxSquare 3 0
        = Complex.I := by
      simp only [gaugeTransform_apply, h01, h12, h23, h30]
      calc _ = (u 0 * conj (u 0)) * (u 1 * conj (u 1)) * (u 2 * conj (u 2))
            * (u 3 * conj (u 3)) * Complex.I := by ring
        _ = _ := by
          rw [phase_mul_conj (hu 0), phase_mul_conj (hu 1), phase_mul_conj (hu 2),
            phase_mul_conj (hu 3)]
          ring
    have e2 := congrArg Complex.im e
    simp [Complex.mul_im, hr] at e2

end

end GaugeToRealForm
```

```lean
#print axioms GaugeToRealForm.diagonal_unitary_iff
#print axioms GaugeToRealForm.all_triangles_real
#print axioms GaugeToRealForm.gaugeReal_iff_timeReversal
#print axioms GaugeToRealForm.fluxSquare_not_gaugeReal
```

```
'GaugeToRealForm.diagonal_unitary_iff' depends on axioms: [propext, Classical.choice, Quot.sound]
'GaugeToRealForm.all_triangles_real' depends on axioms: [propext, Classical.choice, Quot.sound]
'GaugeToRealForm.gaugeReal_iff_timeReversal' depends on axioms: [propext, Classical.choice, Quot.sound]
'GaugeToRealForm.fluxSquare_not_gaugeReal' depends on axioms: [propext, Classical.choice, Quot.sound]
```
